# Two-sided bounds on the Wu-Yang energy error from the density and potential errors, for a Lipschitz density response

Take a toy system whose density, measured from a reference value, is a single number n of either sign, with model kinetic energy n²/(2L) and L > 0. In a potential v, the energy n²/(2L) + vn is lowest at n = −Lv. Suppose the target density is ρ = −Lv₀, but the search for v₀ has stopped at v. The misfit is d = n − ρ = −L(v − v₀), and the Wu-Yang value W(v) = n²/(2L) + vd falls short of the target's kinetic energy by

Lv₀²/2 − W(v) = L(v − v₀)²/2 = d²/(2L).

The energy error is quadratic in the misfit. Now take any system whose ground-state density is Lipschitz in the potential with constant L, and a target that is its ground-state density in some potential v₀. The equality then becomes a lower bound on the error, and the size of the misfit times the distance from v to v₀ is an upper bound. The response may be much weaker than L allows, and then a small misfit can go with a large distance, so the misfit and L alone don't give an upper bound.

## States, potentials and the misfit

```lean
import Mathlib

open Set Filter Topology
open scoped InnerProductSpace

namespace WuYangDensityMismatch

noncomputable section

variable {S E : Type*} [NormedAddCommGroup E] [InnerProductSpace ℝ E]
```

`S` is an arbitrary collection of states. `E` is a real inner product space holding both potentials and densities; ℝᵐ is the case of m potential coefficients.

```lean
/-- The map `s` assigns to each potential `v` a state that minimises the kinetic energy `T`
plus the potential energy `⟪v, n⟫` of the density `n`. -/
def IsGroundStateMap (T : S → ℝ) (n : S → E) (s : E → S) : Prop :=
  ∀ v a, T (s v) + ⟪v, n (s v)⟫_ℝ ≤ T a + ⟪v, n a⟫_ℝ
```

For every potential v, the state s(v) minimises T + ⟨v, n⟩. Here `n` is a map from states to densities. A minimiser is assumed to exist for each v.

```lean
/-- The density misfit: density of the state `s v` minus the target density `ρ`. -/
def misfit (n : S → E) (s : E → S) (ρ v : E) : E := n (s v) - ρ
```

This is d(v) = n[s(v)] − ρ.

```lean
/-- The Wu-Yang functional: kinetic energy of the state `s v` plus the potential
paired with the density misfit. -/
def wuYang (T : S → ℝ) (n : S → E) (s : E → S) (ρ v : E) : ℝ :=
  T (s v) + ⟪v, misfit n s ρ v⟫_ℝ
```

This is W(v) = T[s(v)] + ⟨v, d(v)⟩, which differs from the bare kinetic energy T[s(v)] by the last term.

## The misfit as gradient

```lean
/-- For a ground-state map, the Wu-Yang functional lies below each of its linear
extrapolations with the density misfit as slope. -/
theorem wuYang_le_linear {T : S → ℝ} {n : S → E} {s : E → S}
    (hs : IsGroundStateMap T n s) (ρ v u : E) :
    wuYang T n s ρ u ≤ wuYang T n s ρ v + ⟪misfit n s ρ v, u - v⟫_ℝ := by
  -- the state of `v` is a trial state for the potential `u`
  have h := hs u (s v)
  have h1 := real_inner_comm (misfit n s ρ v) (u - v)
  simp only [wuYang, misfit, inner_sub_left, inner_sub_right] at h1 ⊢
  linarith
```

Use s(v) as a trial state for the potential u:

T[s(u)] + ⟨u, n[s(u)]⟩ ≤ T[s(v)] + ⟨u, n[s(v)]⟩.

Subtracting ⟨u, ρ⟩ gives

W(u) ≤ T[s(v)] + ⟨u, d(v)⟩ = W(v) + ⟨d(v), u − v⟩.

`linarith` does this bookkeeping.

```lean
/-- For a ground-state map, the Wu-Yang functional is concave in the potential. -/
theorem wuYang_concave {T : S → ℝ} {n : S → E} {s : E → S}
    (hs : IsGroundStateMap T n s) (ρ : E) :
    ConcaveOn ℝ univ (wuYang T n s ρ) := by
  refine ⟨convex_univ, ?_⟩
  intro x _ y _ a b ha hb hab
  have hx := mul_le_mul_of_nonneg_left (wuYang_le_linear hs ρ (a • x + b • y) x) ha
  have hy := mul_le_mul_of_nonneg_left (wuYang_le_linear hs ρ (a • x + b • y) y) hb
  simp only [smul_eq_mul]
  generalize wuYang T n s ρ (a • x + b • y) = w at *
  generalize misfit n s ρ (a • x + b • y) = d at *
  simp only [inner_sub_right, inner_add_right, inner_smul_right] at hx hy
  -- the linear terms cancel in the weighted average
  have hb' : b = 1 - a := by linarith
  subst hb'
  linarith
```

Let z = ax + by with a, b ≥ 0 and a + b = 1. Apply the inequality from z to x and to y, then average with weights a and b. Since a(x − z) + b(y − z) = 0, the linear terms cancel and aW(x) + bW(y) ≤ W(z).

```lean
variable [CompleteSpace E]

/-- If the ground-state density is Lipschitz in the potential with constant `L > 0`, the
gradient of the Wu-Yang functional is the density misfit. -/
theorem wuYang_hasGradientAt {T : S → ℝ} {n : S → E} {s : E → S} {L : ℝ}
    (hs : IsGroundStateMap T n s) (hpos : 0 < L)
    (hL : ∀ u v, ‖n (s u) - n (s v)‖ ≤ L * ‖u - v‖) (ρ v : E) :
    HasGradientAt (wuYang T n s ρ) (misfit n s ρ v) v := by
  rw [hasGradientAt_iff_isLittleO, Asymptotics.isLittleO_iff]
  intro c hc
  filter_upwards [Metric.ball_mem_nhds v (div_pos hc hpos)] with u hu
  rw [Metric.mem_ball, dist_eq_norm, lt_div_iff₀ hpos] at hu
  have h1 := wuYang_le_linear hs ρ v u
  have h2 := wuYang_le_linear hs ρ u v
  have h3 := (abs_le.mp (abs_real_inner_le_norm
    (misfit n s ρ u - misfit n s ρ v) (u - v))).1
  have h4 : ‖misfit n s ρ u - misfit n s ρ v‖ ≤ L * ‖u - v‖ := by
    simpa only [misfit, sub_sub_sub_cancel_right] using hL u v
  have h5 : ‖misfit n s ρ u - misfit n s ρ v‖ * ‖u - v‖ ≤ c * ‖u - v‖ :=
    mul_le_mul_of_nonneg_right (by linarith) (norm_nonneg _)
  have h6 : ⟪misfit n s ρ u, v - u⟫_ℝ = -⟪misfit n s ρ u, u - v⟫_ℝ := by
    rw [← inner_neg_right, neg_sub]
  rw [inner_sub_left] at h3
  rw [Real.norm_eq_abs, abs_le]
  constructor
  · linarith
  · have := mul_nonneg hc.le (norm_nonneg (u - v))
    linarith
```

From here `E` is complete, a Hilbert space. The hypothesis `hL` says that the density changes by at most L times the change in potential, so L caps the strength of the density response. Using the inequality in both directions,

⟨d(u) − d(v), u − v⟩ ≤ W(u) − W(v) − ⟨d(v), u − v⟩ ≤ 0.

By Cauchy-Schwarz the left side is at least −L‖u − v‖². The remainder is therefore of second order, and ∇W = d. In Lean, the ball of radius c/L makes it at most c‖u − v‖.

## Bounds for a concave functional

```lean
/-- Along a straight line of potentials, a functional with gradient `g` changes at the rate
given by the inner product of `g` with the direction. -/
theorem hasDerivAt_line {W : E → ℝ} {g : E → E} (hg : ∀ v, HasGradientAt W (g v) v)
    (x h : E) (t : ℝ) :
    HasDerivAt (fun r : ℝ => W (x + r • h)) ⟪g (x + t • h), h⟫_ℝ t := by
  have h0 := ((hasDerivAt_id' t).smul_const h).const_add x
  have h1 : HasDerivAt (fun r : ℝ => x + r • h) h t := h0.congr_deriv (one_smul ℝ h)
  have h2 := (hg (x + t • h)).hasFDerivAt.comp_hasDerivAt t h1
  exact h2.congr_deriv (by simp)
```

The chain rule gives the derivative of W(x + th) in t as ⟨g(x + th), h⟩, where g = ∇W.

```lean
/-- A functional whose gradient is Lipschitz with constant `L` lies above its linear
extrapolation lowered by `L/2` times the squared step. -/
theorem quadratic_lower_bound {W : E → ℝ} {g : E → E} {L : ℝ}
    (hg : ∀ v, HasGradientAt W (g v) v)
    (hL : ∀ u v, ‖g u - g v‖ ≤ L * ‖u - v‖) (x h : E) :
    W x + ⟪g x, h⟫_ℝ - L / 2 * ‖h‖ ^ 2 ≤ W (x + h) := by
  have hφ : ∀ t : ℝ, HasDerivAt
      (fun r : ℝ => W (x + r • h) - r * ⟪g x, h⟫_ℝ + L / 2 * ‖h‖ ^ 2 * (r * r))
      (⟪g (x + t • h), h⟫_ℝ - ⟪g x, h⟫_ℝ + L * ‖h‖ ^ 2 * t) t := by
    intro t
    have h1 := hasDerivAt_line hg x h t
    have h2 := (hasDerivAt_id' t).mul_const ⟪g x, h⟫_ℝ
    have h3 := ((hasDerivAt_id' t).fun_mul (hasDerivAt_id' t)).const_mul (L / 2 * ‖h‖ ^ 2)
    exact ((h1.fun_sub h2).fun_add h3).congr_deriv (by ring)
  -- the difference to the parabola never decreases along the step
  have hm := monotoneOn_of_deriv_nonneg (convex_Icc (0 : ℝ) 1)
    (fun t _ => (hφ t).continuousAt.continuousWithinAt)
    (fun t _ => (hφ t).differentiableAt.differentiableWithinAt)
    (fun t ht => by
      rw [interior_Icc] at ht
      rw [(hφ t).deriv]
      have h4 := (abs_le.mp (abs_real_inner_le_norm (g (x + t • h) - g x) h)).1
      have h5 := hL (x + t • h) x
      rw [add_sub_cancel_left, norm_smul, Real.norm_of_nonneg ht.1.le] at h5
      have h6 := mul_le_mul_of_nonneg_right h5 (norm_nonneg h)
      rw [inner_sub_left] at h4
      nlinarith [h4, h6])
  have h7 := hm (left_mem_Icc.mpr zero_le_one) (right_mem_Icc.mpr zero_le_one) zero_le_one
  simp only [zero_smul, one_smul, add_zero, zero_mul, one_mul, mul_zero, mul_one,
    sub_zero] at h7
  linarith
```

Define

φ(t) = W(x + th) − t⟨g(x), h⟩ + (L/2)‖h‖²t².

For 0 < t < 1,

φ′(t) = ⟨g(x + th) − g(x), h⟩ + L‖h‖²t ≥ −L‖h‖²t + L‖h‖²t = 0.

So φ(0) ≤ φ(1), which is the claim.

```lean
/-- For a concave functional with maximiser `v0` and gradient `g` Lipschitz with constant `L > 0`,
the gap to the maximum is at least `‖g v‖ ^ 2 / (2 * L)` and at most `‖g v‖` times the distance from
`v` to `v0`. -/
theorem gap_bounds {W : E → ℝ} {g : E → E} {L : ℝ} {v0 : E}
    (hc : ConcaveOn ℝ univ W) (hg : ∀ v, HasGradientAt W (g v) v) (hpos : 0 < L)
    (hL : ∀ u v, ‖g u - g v‖ ≤ L * ‖u - v‖) (hmax : ∀ u, W u ≤ W v0) (v : E) :
    ‖g v‖ ^ 2 / (2 * L) ≤ W v0 - W v ∧ W v0 - W v ≤ ‖g v‖ * ‖v - v0‖ := by
  constructor
  · -- a gradient step of length `‖g v‖ / L` cannot pass the maximum
    have h1 := quadratic_lower_bound hg hL v (L⁻¹ • g v)
    have h2 := hmax (v + L⁻¹ • g v)
    rw [inner_smul_right, real_inner_self_eq_norm_sq, norm_smul,
      Real.norm_of_nonneg (inv_pos.mpr hpos).le] at h1
    have hk : L * L⁻¹ = 1 := mul_inv_cancel₀ hpos.ne'
    have h3 : ‖g v‖ ^ 2 / (2 * L)
        = L⁻¹ * ‖g v‖ ^ 2 - L / 2 * (L⁻¹ * ‖g v‖) ^ 2 := by
      linear_combination (L⁻¹ * ‖g v‖ ^ 2 / 2) * hk
    linarith
  · -- by concavity the initial slope towards `v0` is at least the gap
    have h1 := hasDerivAt_line hg v (v0 - v) 0
    have h2 : W v0 - W v ≤ ⟪g (v + (0 : ℝ) • (v0 - v)), v0 - v⟫_ℝ := by
      refine ge_of_tendsto h1.tendsto_slope_zero_right ?_
      filter_upwards [Ioo_mem_nhdsGT (zero_lt_one' ℝ)] with t ht
      have h3 := hc.2 (mem_univ v) (mem_univ v0) (sub_nonneg.mpr ht.2.le) ht.1.le
        (sub_add_cancel 1 t)
      have h4 : (1 - t) • v + t • v0 = v + t • (v0 - v) := by module
      rw [h4] at h3
      simp only [smul_eq_mul] at h3
      simp only [zero_add, zero_smul, add_zero, smul_eq_mul]
      rw [inv_mul_eq_div, le_div_iff₀ ht.1]
      linarith
    rw [zero_smul, add_zero] at h2
    rw [norm_sub_rev v v0]
    exact h2.trans (real_inner_le_norm _ _)
```

The "gap" is W(v₀) − W(v), not an orbital gap. For the lower bound, step by h = g(v)/L:

W(v) + ‖g(v)‖²/L − ‖g(v)‖²/(2L) ≤ W(v + h) ≤ W(v₀).

For the upper bound, concavity gives, for 0 < t < 1,

W(v₀) − W(v) ≤ [W(v + t(v₀ − v)) − W(v)]/t.

As t → 0 the right side tends to ⟨g(v), v₀ − v⟩ (`ge_of_tendsto`), which is at most ‖g(v)‖ ‖v − v₀‖.

## The Wu-Yang error

```lean
/-- Let the ground-state density be Lipschitz in the potential with constant `L > 0`, and let `v0`
reproduce the target density `ρ`. Then the error of the Wu-Yang value at `v`, relative to the
kinetic energy of the state `s v0`, is at least the squared norm of the density misfit divided by
`2 * L`, and at most that norm times the distance from `v` to `v0`. -/
theorem kinetic_energy_error_bounds {T : S → ℝ} {n : S → E} {s : E → S} {L : ℝ} {ρ v0 : E}
    (hs : IsGroundStateMap T n s) (hpos : 0 < L)
    (hL : ∀ u v, ‖n (s u) - n (s v)‖ ≤ L * ‖u - v‖) (h0 : n (s v0) = ρ) (v : E) :
    ‖misfit n s ρ v‖ ^ 2 / (2 * L) ≤ T (s v0) - wuYang T n s ρ v ∧
      T (s v0) - wuYang T n s ρ v ≤ ‖misfit n s ρ v‖ * ‖v - v0‖ := by
  have hd : misfit n s ρ v0 = 0 := by rw [misfit, h0, sub_self]
  have hT : wuYang T n s ρ v0 = T (s v0) := by
    rw [wuYang, hd, inner_zero_right, add_zero]
  -- zero misfit makes `v0` a maximiser
  have hmax : ∀ u, wuYang T n s ρ u ≤ wuYang T n s ρ v0 := by
    intro u
    have h := wuYang_le_linear hs ρ v0 u
    rwa [hd, inner_zero_left, add_zero] at h
  have hLip : ∀ u w, ‖misfit n s ρ u - misfit n s ρ w‖ ≤ L * ‖u - w‖ := by
    intro u w
    simpa only [misfit, sub_sub_sub_cancel_right] using hL u w
  rw [← hT]
  exact gap_bounds (wuYang_concave hs ρ) (wuYang_hasGradientAt hs hpos hL ρ) hpos hLip hmax v
```

If s(v₀) has density ρ, then

‖d(v)‖²/(2L) ≤ T[s(v₀)] − W(v) ≤ ‖d(v)‖ ‖v − v₀‖.

Indeed d(v₀) = 0, so W(v₀) = T[s(v₀)], and the first inequality makes v₀ a maximiser. The general bounds then apply with g = d.

This concerns density inversion for non-interacting electrons that stops at a finite misfit, provided the response is Lipschitz. The Lipschitz bound is assumed for all potentials, which is a strong demand: the response can grow without limit as the gap between the highest occupied and the lowest empty orbital closes. In a finite potential basis, n collects the integrals of the density with the basis functions, and zero misfit matches those integrals, not the density at every point. If a fixed reference potential is added to the basis expansion, T must stand for the kinetic energy plus the energy of the density in that reference potential, and the bounds then hold for the error in this sum.

A different model would require the Lipschitz bound only in an open convex region of potentials. The proof of the lower bound would still work if v and v + d(v)/L lie in that region. The upper bound follows from the first inequality with u = v₀ and needs no L.

## A system that attains the lower bound

```lean
omit [CompleteSpace E] in
/-- For `L > 0` and the kinetic energy `‖n‖²/(2L)` of a density `n`, the map `v ↦ -L v` is a
ground-state map with Lipschitz constant `L`, and the lower error bound is an equality. -/
theorem quadratic_kinetic_energy_witness {L : ℝ} (hpos : 0 < L) (v0 v : E) :
    IsGroundStateMap (fun a : E => ‖a‖ ^ 2 / (2 * L)) (fun a => a) (fun u => (-L) • u) ∧
    (∀ u w : E, ‖(-L) • u - (-L) • w‖ ≤ L * ‖u - w‖) ∧
    ‖(-L) • v0‖ ^ 2 / (2 * L) - wuYang (fun a : E => ‖a‖ ^ 2 / (2 * L)) (fun a => a)
        (fun u => (-L) • u) ((-L) • v0) v
      = ‖misfit (fun a : E => a) (fun u => (-L) • u) ((-L) • v0) v‖ ^ 2 / (2 * L) := by
  have hn : ∀ (c : ℝ) (x : E), ‖c • x‖ ^ 2 = c ^ 2 * ‖x‖ ^ 2 := by
    intro c x
    rw [norm_smul, mul_pow, Real.norm_eq_abs, sq_abs]
  have hq : ∀ x : ℝ, L ^ 2 * x / (2 * L) = L * x / 2 := by
    intro x
    field_simp
  refine ⟨?_, ?_, ?_⟩
  · intro u a
    change ‖(-L) • u‖ ^ 2 / (2 * L) + ⟪u, (-L) • u⟫_ℝ ≤ ‖a‖ ^ 2 / (2 * L) + ⟪u, a⟫_ℝ
    -- complete the square
    have h1 : 0 ≤ ‖a + L • u‖ ^ 2 / (2 * L) := by positivity
    have h2 : 2 * (L * ⟪a, u⟫_ℝ) / (2 * L) = ⟪a, u⟫_ℝ := by field_simp
    rw [norm_add_sq_real, inner_smul_right, hn, add_div, add_div, hq, h2] at h1
    rw [hn, neg_sq, hq, inner_smul_right, real_inner_self_eq_norm_sq]
    linarith [real_inner_comm u a]
  · intro u w
    rw [← smul_sub, norm_smul, norm_neg, Real.norm_of_nonneg hpos.le]
  · simp only [wuYang, misfit]
    rw [← smul_sub, hn, hn, hn, neg_sq, hq, hq, hq, inner_smul_right, inner_sub_right,
      real_inner_self_eq_norm_sq, norm_sub_sq_real]
    ring

end

end WuYangDensityMismatch
```

This is the opening example in any real inner product space. Expanding ‖a + Lu‖²/(2L) ≥ 0 shows that a = −Lu is the minimiser for potential u. Its response has Lipschitz constant L, and with target −Lv₀ the error is

L‖v − v₀‖²/2 = ‖d(v)‖²/(2L).

Whenever the space has a nonzero vector, the factor 1/(2L) therefore can't be raised in general.

```lean
#print axioms WuYangDensityMismatch.kinetic_energy_error_bounds
```

```
'WuYangDensityMismatch.kinetic_energy_error_bounds' depends on axioms: [propext, Classical.choice, Quot.sound]
```
